# The weight (−2)^(−d) of two bit strings at Hamming distance d is a product of one-qubit factors

Take two bit strings `s` and `t` of the same finite length `N`, read as measurement outcomes on `N` qubits, and let d be the number of places where they differ. The lemma says that the complex number (−2)^(−d) is a product over the qubits, with a factor 1 where the outcomes agree and −1/2 where they differ. It is an identity between numbers, and no quantum state enters it. The proof splits the product into agreeing and differing places, which leaves −1/2 raised to the number of differing places, and then tries to bring the left side to the same form.

This version doesn't compile in Lean 4 with Mathlib:

```lean
import Mathlib

open Matrix
open scoped Kronecker ComplexOrder

namespace HammingWeight

noncomputable section

/-- Bit strings of length `N`: computational basis labels and measurement outcomes. -/
abbrev Bits (N : ℕ) := Fin N → Fin 2

/-- The Hamming weight factor is a product of one-qubit factors: 1 where the outcomes
agree and -1/2 where they differ. -/
theorem hamming_weight {N : ℕ} (s t : Bits N) :
    (-2 : ℂ) ^ (-(hammingDist s t : ℤ)) = ∏ m, if s m = t m then (1 : ℂ) else -1 / 2 := by
  rw [Finset.prod_ite, Finset.prod_const_one, one_mul, Finset.prod_const, zpow_neg,
    zpow_natCast, ← inv_pow, show (-2 : ℂ)⁻¹ = -1 / 2 by norm_num]
  simp only [hammingDist, ne_eq]

end

end HammingWeight
```

The compiler's answer:

```
Main.lean:17:74: error: Ambiguous term
  zpow_neg
Possible interpretations:
  _root_.zpow_neg : ∀ (a : ?m.66) (n : ℤ), a ^ (-n) = (a ^ n)⁻¹
  
  Matrix.zpow_neg : IsUnit (det ?m.71) → ∀ (n : ℤ), ?m.71 ^ (-n) = (?m.71 ^ n)⁻¹
Main.lean:16:88: error: unsolved goals
N : ℕ
s t : Bits N
⊢ (-2) ^ (-↑(hammingDist s t)) = (-1 / 2) ^ {x | ¬s x = t x}.card
```

Diagnosis. The first error is a clash of names. Because the file has `open Matrix`, the short name `zpow_neg` can mean either the general lemma `_root_.zpow_neg` or `Matrix.zpow_neg`, which is about matrices and asks that the determinant be a unit. Lean does not choose between them, and the rewrite stops there.

The second error shows the goal left at that point. The product on the right has already become a power of `-1 / 2`, but the negative exponent on the left is untouched.

Writing `_root_.zpow_neg` names the general lemma, which is the one needed, since the base here is the complex number −2. The remaining rewrites can then turn the left side into a power of `-1 / 2` too, and `simp only` unfolds `hammingDist` to match the exponents.

The diff also adds the prefix `_root_` to `zpow_natCast` and `inv_pow`. The messages report no ambiguity for these two, so they don't show that those prefixes were needed.

After these edits no error is left:

```diff
@@ -15,6 +15,6 @@
 theorem hamming_weight {N : ℕ} (s t : Bits N) :
     (-2 : ℂ) ^ (-(hammingDist s t : ℤ)) = ∏ m, if s m = t m then (1 : ℂ) else -1 / 2 := by
-  rw [Finset.prod_ite, Finset.prod_const_one, one_mul, Finset.prod_const, zpow_neg,
-    zpow_natCast, ← inv_pow, show (-2 : ℂ)⁻¹ = -1 / 2 by norm_num]
+  rw [Finset.prod_ite, Finset.prod_const_one, one_mul, Finset.prod_const, _root_.zpow_neg,
+    _root_.zpow_natCast, ← _root_.inv_pow, show (-2 : ℂ)⁻¹ = -1 / 2 by norm_num]
   simp only [hammingDist, ne_eq]
 
```
